# Time reversal fixes C(2l+1, p) occupation sets of 2p electrons in an l shell, and none when the electron number is odd

Q: Put three electrons into a p shell. There are six spin orbitals, so there are $\binom{6}{3}=20$ ways to occupy them. Reverse time, and every $m$ and every spin projection changes sign, which turns each occupation into another one of the 20. With two electrons there are $\binom{6}{2}=15$ occupations, an odd number, so they cannot all be exchanged in pairs. Which ones stay put, and can a statement about finite sets say anything about this physics?

A: It can, as long as we ask only which spin orbitals are occupied. Take the orbitals of the shell to be eigenfunctions of $L_z$, labelled by the magnetic quantum number $m$. They form the set $M=\{-l,\dots,l\}$. Let a spin orbital be a pair $(m,s)$ with $m\in M$ and $s$ either $\uparrow$ or $\downarrow$. Time reversal acts on the labels by $\theta(m,s)=(-m,-s)$. A configuration here is a set $S$ of $n$ occupied spin orbitals, and $\theta S$ is its image. (Atomic spectroscopy calls such a set a microstate and keeps the word configuration for the occupation of whole shells, such as $d^2$.) Since $\theta$ is its own inverse, $x\in\theta S$ exactly when $\theta x\in S$.

For a set $A\subseteq M$, fill $(m,\uparrow)$ and its partner $(-m,\downarrow)$ for each $m\in A$:
$$F(A)=\{(m,\uparrow):m\in A\}\cup\{(-m,\downarrow):m\in A\}.$$
The two halves have opposite spin, so they are disjoint and $|F(A)|=2|A|$. Reversal exchanges them, so $\theta F(A)=F(A)$.

Q: Are those all the invariant configurations?

A: Yes. Suppose $\theta S=S$ and let $A=\{m:(m,\uparrow)\in S\}$. The spin-up parts of $S$ and $F(A)$ agree by construction. For spin down,
$$(m,\downarrow)\in S\iff(-m,\uparrow)\in S\iff -m\in A\iff(m,\downarrow)\in F(A).$$
So $S=F(A)$. The spin-up part determines $A$, so different sets $A$ give different configurations. Write an even electron number as $2p$, where $p$ is a number of pairs and not the name of a shell. Invariant configurations of $2p$ electrons therefore correspond to $p$-element subsets of the $2l+1$ orbitals, and there are $\binom{2l+1}{p}$ of them. An odd $n$ would need $n=2|A|$, so there are none.

If $S$ is not invariant, neither is $\theta S$, because $\theta\theta S=S$. Such configurations come in pairs $\{S,\theta S\}$. With $I_n$ the number of invariant configurations and $P_n$ the number of pairs,
$$\binom{4l+2}{n}=I_n+2P_n.$$
The binomial coefficient has the parity of $I_n$, and for odd $n$ it is even. For your two p electrons, $15=3+2\cdot 6$.

Q: Now show me how the formal version encodes this. What is an orbital there?

A: An integer together with a proof that it lies between $-l$ and $l$. Here `l` is a natural number, so the s shell is included. Spin is a Boolean, with `true` for up.

In Lean 4 with Mathlib:

```lean
import Mathlib

open Finset

namespace ShellTimeReversal

/-- The orbitals of a shell with angular momentum `l`, labelled by the integers `m` from
`-l` to `l`. -/
abbrev Orbital (l : ℕ) := ↥(Finset.Icc (-(l : ℤ)) (l : ℤ))

/-- A spin orbital is an orbital together with a spin, `true` for up and `false` for down. -/
abbrev SpinOrbital (l : ℕ) := Orbital l × Bool
```

Negating $m$ must give another orbital of the same shell, so `flipM` carries a proof that $-m$ stays in range. Time reversal then flips both labels.

```lean
variable {l : ℕ}

/-- Reversal of the orbital magnetic quantum number, `m ↦ -m`. -/
def flipM (m : Orbital l) : Orbital l :=
  ⟨-m.1, by
    have h := Finset.mem_Icc.mp m.2
    exact Finset.mem_Icc.mpr ⟨by omega, by omega⟩⟩

/-- Time reversal of the labels of a spin orbital, `(m, s) ↦ (-m, -s)`. -/
def timeReversal (x : SpinOrbital l) : SpinOrbital l := (flipM x.1, !x.2)
```

Q: And the many-electron objects?

A: A configuration is a finite set of spin orbitals, so the Pauli principle is built in: each is occupied at most once, and the electrons carry no labels. `reverseConfig` is $\theta S$, `configurations l n` collects all the $n$-element sets, and `invariantConfigurations l n` keeps those with $\theta S=S$.

```lean
/-- Time reversal of a set of occupied spin orbitals. -/
def reverseConfig (S : Finset (SpinOrbital l)) : Finset (SpinOrbital l) :=
  S.image timeReversal

/-- The configurations of `n` electrons in the shell: all `n`-element sets of spin orbitals. -/
noncomputable def configurations (l n : ℕ) : Finset (Finset (SpinOrbital l)) :=
  Finset.powersetCard n Finset.univ

/-- The configurations of `n` electrons that time reversal maps to themselves. -/
noncomputable def invariantConfigurations (l n : ℕ) : Finset (Finset (SpinOrbital l)) :=
  (configurations l n).filter (fun S => reverseConfig S = S)
```

The filling $F(A)$ is `pairFill A`. It pairs $(m,\uparrow)$ with $(-m,\downarrow)$, which for $m\neq0$ is not double occupation of one orbital.

```lean
/-- The configuration that occupies `(m, up)` and its time-reversed partner `(-m, down)`
for each orbital `m` in `A`. -/
def pairFill (A : Finset (Orbital l)) : Finset (SpinOrbital l) :=
  (A ×ˢ {true}) ∪ reverseConfig (A ×ˢ {true})
```

Q: So what exactly is claimed about them?

A: There are four results. `card_invariantConfigurations` gives the count $\binom{2l+1}{p}$ for $2p$ electrons, for every `l` and `p`. `invariantConfigurations_odd` says that the set of invariant configurations is empty for odd `n`. `choose_modEq_card_invariant` gives the parity congruence for every `n`, and `even_choose_of_odd` draws the conclusion for odd `n`. The only hypothesis anywhere is `Odd n`, in the second and the fourth.

Q: I object to the first lemma already. It says that reversing twice gives back the same thing, but for a spin-½ particle the time-reversal operator squares to $-1$.

```lean
/-- Applying time reversal twice to the labels of a spin orbital gives them back. -/
theorem timeReversal_involutive :
    Function.Involutive (timeReversal : SpinOrbital l → SpinOrbital l) := by
  rintro ⟨⟨m, hm⟩, s⟩
  simp [timeReversal, flipM]
```

A: The operator does, but the labels do not see the sign. Acting on a Slater determinant of these spin orbitals, the operator gives the determinant with reversed labels, times a phase. The model keeps the labels and discards the phase. An invariant configuration thus stands for a determinant that returns to itself up to a phase.

Q: Then the odd case is not Kramers degeneracy.

A: No. Kramers' theorem is about the energy levels of a time-reversal-symmetric Hamiltonian, and it uses the very sign you mentioned. Here there is no Hamiltonian, no energy and no superposition of determinants. What the count does offer is bookkeeping for multiplet calculations: within a single shell and at the level of occupation labels, the determinant basis for odd $n$ splits entirely into time-reversed pairs.

Q: Fair enough. How does the proof proceed?

A: It follows the derivation above. First comes the membership rule, $x\in\theta S$ exactly when $\theta x\in S$. If $x=\theta y$ with $y\in S$, then $\theta x=y$; conversely, $\theta x$ is the element whose image is $x$.

```lean
/-- A spin orbital is occupied in the reversed configuration exactly when its time-reversed
partner is occupied in the original one. -/
theorem mem_reverseConfig (S : Finset (SpinOrbital l)) (x : SpinOrbital l) :
    x ∈ reverseConfig S ↔ timeReversal x ∈ S := by
  simp only [reverseConfig, Finset.mem_image]
  constructor
  · rintro ⟨y, hy, rfl⟩
    rwa [timeReversal_involutive y]
  · intro h
    exact ⟨_, h, timeReversal_involutive x⟩
```

The number of orbitals comes from counting the integers in the interval.

```lean
/-- The shell has `2l + 1` orbitals. -/
theorem card_orbital (l : ℕ) : Fintype.card (Orbital l) = 2 * l + 1 := by
  have h : Fintype.card (Orbital l) = (Finset.Icc (-(l : ℤ)) (l : ℤ)).card :=
    Fintype.card_coe _
  rw [h, Int.card_Icc]
  omega
```

The next lemma describes $F(A)$ one spin at a time: $(m,\uparrow)$ is occupied when $m\in A$, and $(m,\downarrow)$ when $-m\in A$.

```lean
/-- In the paired filling of `A`, `(m, up)` is occupied exactly when `m` is in `A`, and
`(m, down)` exactly when `-m` is in `A`. -/
theorem mem_pairFill (A : Finset (Orbital l)) (m : Orbital l) :
    ((m, true) ∈ pairFill A ↔ m ∈ A) ∧ ((m, false) ∈ pairFill A ↔ flipM m ∈ A) := by
  constructor <;> simp [pairFill, mem_reverseConfig, timeReversal]
```

For the electron number, `hc` says that reversal preserves the size of the spin-up half, and `hd` that the two halves are disjoint because their spins differ.

```lean
/-- The paired filling of `A` holds two electrons for each orbital in `A`. -/
theorem card_pairFill (A : Finset (Orbital l)) : (pairFill A).card = 2 * A.card := by
  have hc : (reverseConfig (A ×ˢ {true})).card = (A ×ˢ {true}).card :=
    Finset.card_image_of_injective _ timeReversal_involutive.injective
  -- the two halves have opposite spin
  have hd : Disjoint (A ×ˢ {true}) (reverseConfig (A ×ˢ {true})) := by
    refine Finset.disjoint_left.mpr ?_
    rintro ⟨m, s⟩ h1 h2
    rw [mem_reverseConfig] at h2
    have a := (Finset.mem_product.mp h1).2
    have b := (Finset.mem_product.mp h2).2
    simp [timeReversal] at a b
    simp [a] at b
  rw [pairFill, Finset.card_union_of_disjoint hd, hc, Finset.card_product,
    Finset.card_singleton]
  ring
```

Q: Where is the step that every invariant configuration is a paired filling?

A: In the following equivalence. The forward direction takes $A$ to be the orbitals occupied with spin up and compares the two sets spin by spin; the spin-down case is the chain of equivalences I wrote earlier. The backward direction is the exchange of the two halves, which is why it ends with `or_comm`.

```lean
/-- A configuration is invariant under time reversal exactly when it is the paired filling
of some set of orbitals. -/
theorem reverseConfig_eq_self_iff (S : Finset (SpinOrbital l)) :
    reverseConfig S = S ↔ ∃ A, pairFill A = S := by
  constructor
  · intro h
    -- read off the orbitals occupied with spin up
    refine ⟨Finset.univ.filter (fun m => (m, true) ∈ S), ?_⟩
    ext ⟨m, s⟩
    cases s
    · have hm := mem_reverseConfig S (m, false)
      rw [h] at hm
      rw [(mem_pairFill _ m).2, hm]
      simp [timeReversal]
    · rw [(mem_pairFill _ m).1]
      simp
  · rintro ⟨A, rfl⟩
    ext x
    rw [mem_reverseConfig]
    simp only [pairFill, Finset.mem_union, mem_reverseConfig]
    rw [timeReversal_involutive x]
    exact or_comm
```

The count then has two parts. `himage` identifies the invariant configurations of $2p$ electrons with the fillings of $p$-element sets, and `hinj` shows that the filling is injective by reading off the spin-up part.

```lean
/-- Exactly `C(2l+1, p)` configurations of `2p` electrons are invariant under time reversal. -/
theorem card_invariantConfigurations (l p : ℕ) :
    (invariantConfigurations l (2 * p)).card = (2 * l + 1).choose p := by
  have himage : invariantConfigurations l (2 * p) =
      (Finset.powersetCard p Finset.univ).image pairFill := by
    ext S
    simp only [invariantConfigurations, configurations, Finset.mem_filter,
      Finset.mem_powersetCard, Finset.mem_image, Finset.subset_univ, true_and]
    constructor
    · rintro ⟨hc, hS⟩
      obtain ⟨A, rfl⟩ := (reverseConfig_eq_self_iff S).mp hS
      rw [card_pairFill] at hc
      exact ⟨A, by omega, rfl⟩
    · rintro ⟨A, hA, rfl⟩
      exact ⟨by rw [card_pairFill, hA], (reverseConfig_eq_self_iff _).mpr ⟨A, rfl⟩⟩
  -- the spin-up part determines the set of filled pairs
  have hinj : Function.Injective (pairFill : Finset (Orbital l) → _) := by
    intro A B h
    ext m
    have hm := (mem_pairFill A m).1
    rw [h, (mem_pairFill B m).1] at hm
    exact hm.symm
  rw [himage, Finset.card_image_of_injective _ hinj, Finset.card_powersetCard,
    Finset.card_univ, card_orbital]
```

For odd $n$, an invariant configuration would be some $F(A)$, and $2|A|=2k+1$ has no solution in whole numbers. The final `omega` finds that contradiction.

```lean
/-- No configuration with an odd number of electrons is invariant under time reversal. -/
theorem invariantConfigurations_odd (l : ℕ) {n : ℕ} (hn : Odd n) :
    invariantConfigurations l n = ∅ := by
  refine Finset.eq_empty_of_forall_notMem fun S hS => ?_
  obtain ⟨h1, h2⟩ := Finset.mem_filter.mp hS
  have hc := (Finset.mem_powersetCard.mp h1).2
  obtain ⟨A, rfl⟩ := (reverseConfig_eq_self_iff S).mp h2
  rw [card_pairFill] at hc
  obtain ⟨k, hk⟩ := hn
  omega
```

Q: And the cancellation in pairs?

A: It is carried out as a sum of ones in the integers modulo 2. `Finset.sum_involution` makes the sum over non-invariant configurations vanish once four things are supplied: $1+1=0$, $\theta S\neq S$, $\theta S$ is again a non-invariant configuration of $n$ electrons, and $\theta\theta S=S$. Splitting the sum over all configurations into its invariant and non-invariant parts (`tot`) leaves the invariant ones, and `hcard` identifies the total number as $\binom{4l+2}{n}$.

```lean
/-- The binomial coefficient `C(4l+2, n)` has the same parity as the number of `n`-electron
configurations invariant under time reversal. -/
theorem choose_modEq_card_invariant (l n : ℕ) :
    (4 * l + 2).choose n ≡ (invariantConfigurations l n).card [MOD 2] := by
  have h11 : (1 : ZMod 2) + 1 = 0 := by decide
  have hrr : ∀ S : Finset (SpinOrbital l), reverseConfig (reverseConfig S) = S := by
    intro S
    ext x
    rw [mem_reverseConfig, mem_reverseConfig, timeReversal_involutive x]
  -- configurations that are not invariant cancel in pairs modulo 2
  have key : ∑ S ∈ (configurations l n).filter (fun S => ¬ reverseConfig S = S),
      (1 : ZMod 2) = 0 := by
    refine Finset.sum_involution (fun S _ => reverseConfig S) (fun _ _ => h11)
      (fun S hS _ => (Finset.mem_filter.mp hS).2) (fun S hS => ?_) (fun S _ => hrr S)
    obtain ⟨h1, h2⟩ := Finset.mem_filter.mp hS
    refine Finset.mem_filter.mpr ⟨?_, fun h => h2 ?_⟩
    · have hc : (reverseConfig S).card = S.card :=
        Finset.card_image_of_injective _ timeReversal_involutive.injective
      exact Finset.mem_powersetCard.mpr
        ⟨Finset.subset_univ _, hc.trans (Finset.mem_powersetCard.mp h1).2⟩
    · rw [hrr] at h
      exact h.symm
  have hcard : (configurations l n).card = (4 * l + 2).choose n := by
    rw [configurations, Finset.card_powersetCard, Finset.card_univ, Fintype.card_prod,
      card_orbital, Fintype.card_bool]
    congr 1
    ring
  have tot := Finset.sum_filter_add_sum_filter_not (configurations l n)
    (fun S => reverseConfig S = S) (fun _ => (1 : ZMod 2))
  rw [key, add_zero] at tot
  simp only [Finset.sum_const, nsmul_eq_mul, mul_one] at tot
  rw [hcard] at tot
  exact ((ZMod.natCast_eq_natCast_iff _ _ _).mp tot).symm
```

For odd $n$ the number of invariant configurations is zero, so the binomial coefficient is congruent to zero modulo 2.

```lean
/-- For an odd number `n` of electrons, `C(4l+2, n)` is even. -/
theorem even_choose_of_odd (l : ℕ) {n : ℕ} (hn : Odd n) : Even ((4 * l + 2).choose n) := by
  have h := choose_modEq_card_invariant l n
  rw [invariantConfigurations_odd l hn, Finset.card_empty] at h
  exact Nat.even_iff.mpr h

end ShellTimeReversal
```

Q: What happens to that last statement if I drop the requirement that $n$ be odd?

A: It fails in the smallest shell. Take $l=0$ and $n=2$: the filled s shell is the single configuration $\{(0,\uparrow),(0,\downarrow)\}$. Reversal exchanges its two members and leaves the set unchanged, and $\binom{2}{2}=1$ is odd. For even $n$ either parity can occur: two d electrons have $\binom{10}{2}=45$ configurations, of which 5 are invariant, while four have $\binom{10}{4}=210$, of which 10 are invariant.

```lean
#print axioms ShellTimeReversal.card_invariantConfigurations
#print axioms ShellTimeReversal.invariantConfigurations_odd
#print axioms ShellTimeReversal.even_choose_of_odd
```

```
'ShellTimeReversal.card_invariantConfigurations' depends on axioms: [propext, Classical.choice, Quot.sound]
'ShellTimeReversal.invariantConfigurations_odd' depends on axioms: [propext, Classical.choice, Quot.sound]
'ShellTimeReversal.even_choose_of_odd' depends on axioms: [propext, Classical.choice, Quot.sound]
```
